# Smearing estimates bound the energy of N point charges in a background below by −0.9 N/r

Let $N$ unit point charges sit in a uniform background of opposite charge that holds one unit of charge per ball volume $4\pi r^3/3$, where $r>0$ is the Wigner–Seitz radius. If replacing each point by a smeared charge obeys the self-energy, pair and background estimates given below, then the electrostatic energy $U$, which includes the self-energy of the background, satisfies in Hartree atomic units

$$U\ \ge\ -\frac{9}{10}\,\frac{N}{r}.$$

The bound holds for every arrangement of the charges that meets these estimates, whether crystalline or disordered. It concerns the potential energy of the uniform electron gas in a classical model with no kinetic term.

## Charges as vectors

In these units two unit charges at distance $R$ repel with energy $1/R$. Charge distributions are treated as vectors whose inner product is their electrostatic interaction, so a distribution $m$ has self-energy $\|m\|^2/2$. Let $m_i$ be the $i$-th smeared charge, with $i=0,\dots,N-1$, and let $b$ be the background, counted with positive sign. Write $W_{ij}$ for the repulsion of two point charges and $V_i$ for the attraction of charge $i$ to the background, also counted positive. Then

$$U=\sum_{i<j}W_{ij}-\sum_i V_i+\tfrac12\|b\|^2 .$$

Three estimates are assumed. They stand for the electrostatics of a unit charge spread uniformly over a ball of radius $r$:

- **Self-energy:** $\|m_i\|^2\le 6/(5r)$, since such a ball has self-energy $3/(5r)$.
- **Pairs:** $\langle m_i,m_j\rangle\le W_{ij}$ for $i<j$, since smearing two charges over balls never raises their repulsion.
- **Background:** $V_i-\langle m_i,b\rangle\le 3/(10r)$. A point charge is attracted at least as strongly as its ball. For a uniform background of density $3/(4\pi r^3)$ the excess is $3/(10r)$ if the ball lies inside the background, and smaller otherwise.

## Completing the square

Expanding the square of the total smeared charge gives

$$\Big\|\sum_i m_i\Big\|^2=\sum_i\|m_i\|^2+2\sum_{i<j}\langle m_i,m_j\rangle .$$

Inserting this into $\|\sum_i m_i-b\|^2=\|\sum_i m_i\|^2-2\sum_i\langle m_i,b\rangle+\|b\|^2$ and halving yields

$$\tfrac12\Big\|\sum_i m_i-b\Big\|^2-\tfrac12\sum_i\|m_i\|^2=\sum_{i<j}\langle m_i,m_j\rangle-\sum_i\langle m_i,b\rangle+\tfrac12\|b\|^2 .$$

Subtracting this from the definition of $U$ leaves an exact decomposition:

$$U=\tfrac12\Big\|\sum_i m_i-b\Big\|^2-\tfrac12\sum_i\|m_i\|^2+\sum_{i<j}\big(W_{ij}-\langle m_i,m_j\rangle\big)-\sum_i\big(V_i-\langle m_i,b\rangle\big).$$

The first and third terms are non-negative. The other two cost at most $3/(5r)+3/(10r)=9/(10r)$ per particle, which proves the bound.

## The best smearing radius

Suppose the balls have radius $a>0$ instead. The self-energy estimate becomes $\|m_i\|^2\le6/(5a)$ and the background estimate $V_i-\langle m_i,b\rangle\le 3a^2/(10r^3)$. The same argument gives $U\ge-N\,c(a,r)$ with

$$c(a,r)=\frac{3}{5a}+\frac{3a^2}{10r^3},\qquad c(a,r)-\frac{9}{10r}=\frac{3(a^3-3ar^2+2r^3)}{10\,a\,r^3}=\frac{3(a-r)^2(a+2r)}{10\,a\,r^3}\ge0 .$$

Equality holds only at $a=r$, so within this family of estimates the Wigner–Seitz radius gives the strongest bound.

## When the bound is attained

At $a=r$, multiplying the decomposition by $r$ gives

$$rU+\tfrac{9}{10}N=\tfrac r2\Big\|\sum_i m_i-b\Big\|^2+r\sum_{i<j}\big(W_{ij}-\langle m_i,m_j\rangle\big)+\sum_i\Big(\tfrac9{10}-\tfrac r2\|m_i\|^2-r\big(V_i-\langle m_i,b\rangle\big)\Big).$$

Every summand on the right is non-negative, so the left side vanishes exactly when all of them do. This means $\sum_i m_i=b$ and $W_{ij}=\langle m_i,m_j\rangle$ for $i<j$. In the last sum, the two subtracted quantities are at most $3/5$ and $3/10$, so both must reach these values.

An example in the plane has $r=6/5$, $m_0=(1,0)$, $m_1=(3/5,4/5)$ and $b=m_0+m_1=(8/5,4/5)$. Here $\|m_i\|^2=1$, $\langle m_0,m_1\rangle=3/5$ and $\langle m_i,b\rangle=8/5$. With $W_{01}=3/5$ and $V_i=37/20$ the energy is $3/5-37/10+8/5=-3/2$, which equals $-0.9\cdot2/(6/5)$. The plane is an abstract space of charge vectors, not a plane of positions, and the numbers do not describe uniformly charged balls. Disjoint balls of radius $6/5$ have centres at least $12/5$ apart and repel with energy at most $5/12<3/5$, while for overlapping balls $W_{01}$ is strictly larger than $\langle m_0,m_1\rangle$. The example only shows that the assumed estimates are consistent and that the bound cannot be improved from them alone. Real charges reach the bound too, if the background consists of $N$ non-overlapping uniform balls of radius $r$ with one point charge at the centre of each: every ball then contributes $-3/(2r)+3/(5r)=-9/(10r)$, and different balls do not interact.

## The statement in Lean

In `jellium_lower_bound`, `E` is any real inner-product space, of finite or infinite dimension, and `m : Fin N → E` lists the smeared charges. The interactions `W` and `V` are arbitrary real-valued functions, and `pairSum` reads `W i j` only for `i < j`. The hypotheses `hm`, `hW` and `hV` are the three estimates, with `hm` and `hV` multiplied through by `r`. The conclusion is `-(9 / 10) * N / r ≤ jelliumEnergy W V b`.

The Coulomb inner product is not constructed, and the three estimates are assumed, not derived from it. Neutrality is not a hypothesis either; the balance $\sum_i m_i=b$ appears only in the equality case. The number of particles is finite, and no thermodynamic limit is taken.

```lean
import Mathlib

open Finset

namespace JelliumLowerBound

noncomputable section

variable {E : Type*} [NormedAddCommGroup E] [InnerProductSpace ℝ E] {N : ℕ}

/-- The sum of a pair quantity over all pairs `i < j` of `N` particles. -/
def pairSum (W : Fin N → Fin N → ℝ) : ℝ :=
  ∑ i, ∑ j, if i < j then W i j else 0

/-- Energy of point charges in a background `b`: pair repulsion `W`, minus the attraction `V`
of each charge to the background, plus the self-energy of the background. -/
def jelliumEnergy (W : Fin N → Fin N → ℝ) (V : Fin N → ℝ) (b : E) : ℝ :=
  pairSum W - ∑ i, V i + ‖b‖ ^ 2 / 2

/-- Cost per particle of smearing a unit charge over a ball of radius `a` in a background of
Wigner-Seitz radius `r`, for positive `a` and `r`. -/
def smearingCost (a r : ℝ) : ℝ := 3 / (5 * a) + 3 * a ^ 2 / (10 * r ^ 3)

/-- A pair sum is non-negative if every pair contributes a non-negative amount. -/
theorem pairSum_nonneg {D : Fin N → Fin N → ℝ} (hD : ∀ i j, i < j → 0 ≤ D i j) :
    0 ≤ pairSum D := by
  refine Finset.sum_nonneg fun i _ => Finset.sum_nonneg fun j _ => ?_
  split_ifs with h
  · exact hD i j h
  · exact le_rfl

/-- The squared norm of the total smeared charge is the sum of the squared norms of the single
charges plus twice the interaction of all pairs. -/
theorem norm_sum_sq (m : Fin N → E) :
    ‖∑ i, m i‖ ^ 2 = ∑ i, ‖m i‖ ^ 2 + 2 * pairSum (fun i j => inner ℝ (m i) (m j)) := by
  have h1 : ‖∑ i, m i‖ ^ 2 = ∑ i, ∑ j, inner ℝ (m i) (m j) := by
    rw [← real_inner_self_eq_norm_sq, sum_inner]
    simp only [inner_sum]
  -- the pairs below the diagonal contribute as much as those above it
  have h2 : pairSum (fun i j => inner ℝ (m i) (m j))
      = ∑ i, ∑ j, if j < i then inner ℝ (m i) (m j) else 0 := by
    simp only [pairSum]
    rw [Finset.sum_comm]
    refine Finset.sum_congr rfl fun i _ => Finset.sum_congr rfl fun j _ => ?_
    rw [real_inner_comm]
  have h3 : ∑ i, ‖m i‖ ^ 2 = ∑ i, ∑ j, if i = j then inner ℝ (m i) (m j) else 0 := by
    simp
  have h4 : ∑ i, ∑ j, inner ℝ (m i) (m j)
      = (∑ i, ∑ j, if i = j then inner ℝ (m i) (m j) else 0)
        + pairSum (fun i j => inner ℝ (m i) (m j))
        + ∑ i, ∑ j, if j < i then inner ℝ (m i) (m j) else 0 := by
    simp only [pairSum, ← Finset.sum_add_distrib]
    refine Finset.sum_congr rfl fun i _ => Finset.sum_congr rfl fun j _ => ?_
    rcases lt_trichotomy i j with h | h | h
    · simp [h, h.ne, lt_asymm h]
    · simp [h]
    · simp [h, h.ne', lt_asymm h]
  linarith

/-- The energy splits exactly into the field energy of the smeared charges with the background,
minus their self-energies, plus the errors made by smearing in the pair and background terms. -/
theorem energy_decomposition (m : Fin N → E) (W : Fin N → Fin N → ℝ) (V : Fin N → ℝ) (b : E) :
    jelliumEnergy W V b = ‖∑ i, m i - b‖ ^ 2 / 2 - (∑ i, ‖m i‖ ^ 2) / 2
      + pairSum (fun i j => W i j - inner ℝ (m i) (m j))
      - ∑ i, (V i - inner ℝ (m i) b) := by
  have hp : pairSum (fun i j => W i j - inner ℝ (m i) (m j))
      = pairSum W - pairSum (fun i j => inner ℝ (m i) (m j)) := by
    simp only [pairSum, ← Finset.sum_sub_distrib]
    refine Finset.sum_congr rfl fun i _ => Finset.sum_congr rfl fun j _ => ?_
    split_ifs <;> simp
  have hn := norm_sub_sq_real (∑ i, m i) b
  rw [sum_inner] at hn
  have hs := norm_sum_sq m
  rw [jelliumEnergy, hp, Finset.sum_sub_distrib]
  linarith

/-- If the vectors `m i` obey the self-energy, pair and background estimates with smearing radius
`a` and Wigner-Seitz radius `r`, the energy is at least `-N` times the smearing cost. -/
theorem energy_ge_smearingCost {a r : ℝ} (ha : 0 < a) (hr : 0 < r) (m : Fin N → E) (b : E)
    (W : Fin N → Fin N → ℝ) (V : Fin N → ℝ) (hm : ∀ i, a * ‖m i‖ ^ 2 ≤ 6 / 5)
    (hW : ∀ i j, i < j → inner ℝ (m i) (m j) ≤ W i j)
    (hV : ∀ i, r ^ 3 * (V i - inner ℝ (m i) b) ≤ 3 / 10 * a ^ 2) :
    -(N * smearingCost a r) ≤ jelliumEnergy W V b := by
  have hP := pairSum_nonneg (D := fun i j => W i j - inner ℝ (m i) (m j))
    fun i j h => sub_nonneg.2 (hW i j h)
  have h1 : ∑ i, ‖m i‖ ^ 2 ≤ N * (6 / (5 * a)) := by
    have h : ∑ i, ‖m i‖ ^ 2 ≤ ∑ _i : Fin N, 6 / (5 * a) := by
      refine Finset.sum_le_sum fun i _ => ?_
      rw [le_div_iff₀ (by positivity)]
      linarith [hm i]
    simpa using h
  have h2 : ∑ i, (V i - inner ℝ (m i) b) ≤ N * (3 * a ^ 2 / (10 * r ^ 3)) := by
    have h : ∑ i, (V i - inner ℝ (m i) b) ≤ ∑ _i : Fin N, 3 * a ^ 2 / (10 * r ^ 3) := by
      refine Finset.sum_le_sum fun i _ => ?_
      rw [le_div_iff₀ (by positivity)]
      linarith [hV i]
    simpa only [Finset.sum_const, Finset.card_univ, Fintype.card_fin, nsmul_eq_mul] using h
  have h3 : (N : ℝ) * smearingCost a r
      = N * (6 / (5 * a)) / 2 + N * (3 * a ^ 2 / (10 * r ^ 3)) := by
    rw [smearingCost]
    ring
  rw [energy_decomposition m W V b, h3]
  linarith [sq_nonneg ‖∑ i, m i - b‖]

/-- The smearing cost is at least `9/(10r)`, and this value is reached exactly when the smearing
radius equals the Wigner-Seitz radius. -/
theorem smearingCost_optimal {a r : ℝ} (ha : 0 < a) (hr : 0 < r) :
    9 / (10 * r) ≤ smearingCost a r ∧ (smearingCost a r = 9 / (10 * r) ↔ a = r) := by
  have h : smearingCost a r - 9 / (10 * r)
      = 3 * (a - r) ^ 2 * (a + 2 * r) / (10 * a * r ^ 3) := by
    rw [smearingCost]
    field_simp
    ring
  have h0 : 0 ≤ 3 * (a - r) ^ 2 * (a + 2 * r) / (10 * a * r ^ 3) := by positivity
  refine ⟨by linarith, fun e => ?_, fun e => ?_⟩
  · by_contra hne
    have h2 : 0 < (a - r) ^ 2 :=
      lt_of_le_of_ne (sq_nonneg _) (Ne.symm (pow_ne_zero 2 (sub_ne_zero.2 hne)))
    have h3 : 0 < 3 * (a - r) ^ 2 * (a + 2 * r) / (10 * a * r ^ 3) :=
      div_pos (mul_pos (mul_pos three_pos h2) (by positivity)) (by positivity)
    linarith
  · have h4 : smearingCost a r - 9 / (10 * r) = 0 := by
      rw [h, e]
      simp
    linarith

/-- Point charges in a background of Wigner-Seitz radius `r` have energy at least `-0.9/r` per
particle, if smearing obeys the stated self-energy, pair and background estimates. -/
theorem jellium_lower_bound {r : ℝ} (hr : 0 < r) (m : Fin N → E) (b : E)
    (W : Fin N → Fin N → ℝ) (V : Fin N → ℝ) (hm : ∀ i, r * ‖m i‖ ^ 2 ≤ 6 / 5)
    (hW : ∀ i j, i < j → inner ℝ (m i) (m j) ≤ W i j)
    (hV : ∀ i, r * (V i - inner ℝ (m i) b) ≤ 3 / 10) :
    -(9 / 10) * N / r ≤ jelliumEnergy W V b := by
  have h := energy_ge_smearingCost hr hr m b W V hm hW fun i => by
    have := mul_le_mul_of_nonneg_left (hV i) (sq_nonneg r)
    linarith
  rw [(smearingCost_optimal hr hr).2.2 rfl] at h
  calc -(9 / 10) * N / r = -(N * (9 / (10 * r))) := by ring
    _ ≤ _ := h

/-- The bound is attained exactly when all self-energy, pair and background estimates are
equalities and the smeared charges add up to the background. -/
theorem jellium_bound_eq_iff {r : ℝ} (hr : 0 < r) (m : Fin N → E) (b : E)
    (W : Fin N → Fin N → ℝ) (V : Fin N → ℝ) (hm : ∀ i, r * ‖m i‖ ^ 2 ≤ 6 / 5)
    (hW : ∀ i j, i < j → inner ℝ (m i) (m j) ≤ W i j)
    (hV : ∀ i, r * (V i - inner ℝ (m i) b) ≤ 3 / 10) :
    jelliumEnergy W V b = -(9 / 10) * N / r ↔
      (∀ i j, i < j → W i j = inner ℝ (m i) (m j)) ∧
      (∀ i, r * ‖m i‖ ^ 2 = 6 / 5 ∧ r * (V i - inner ℝ (m i) b) = 3 / 10) ∧
      ∑ i, m i = b := by
  -- `r` times the distance to the bound is a sum of three non-negative terms
  have key : jelliumEnergy W V b * r + 9 / 10 * N = r / 2 * ‖∑ i, m i - b‖ ^ 2
      + r * pairSum (fun i j => W i j - inner ℝ (m i) (m j))
      + ∑ i, (9 / 10 - r / 2 * ‖m i‖ ^ 2 - r * (V i - inner ℝ (m i) b)) := by
    rw [energy_decomposition m W V b]
    simp only [Finset.sum_sub_distrib, ← Finset.mul_sum, Finset.sum_const, Finset.card_univ,
      Fintype.card_fin, nsmul_eq_mul]
    ring
  have ht : ∀ i ∈ (univ : Finset (Fin N)),
      0 ≤ 9 / 10 - r / 2 * ‖m i‖ ^ 2 - r * (V i - inner ℝ (m i) b) :=
    fun i _ => by linarith [hm i, hV i]
  have hD : ∀ i j, 0 ≤ if i < j then W i j - inner ℝ (m i) (m j) else 0 := fun i j => by
    split_ifs with h
    · exact sub_nonneg.2 (hW i j h)
    · exact le_rfl
  rw [eq_div_iff hr.ne']
  constructor
  · intro e
    have hP := mul_nonneg hr.le (pairSum_nonneg
      (D := fun i j => W i j - inner ℝ (m i) (m j)) fun i j h => sub_nonneg.2 (hW i j h))
    have hS : 0 ≤ r / 2 * ‖∑ i, m i - b‖ ^ 2 := by positivity
    have hT := Finset.sum_nonneg ht
    refine ⟨fun i j hij => ?_, fun i => ?_, ?_⟩
    · have h0 : pairSum (fun i j => W i j - inner ℝ (m i) (m j)) = 0 :=
        (mul_eq_zero.1 (by linarith)).resolve_left hr.ne'
      have h1 := (Finset.sum_eq_zero_iff_of_nonneg
        (fun i _ => Finset.sum_nonneg fun j _ => hD i j)).1 h0 i (mem_univ i)
      have h2 := (Finset.sum_eq_zero_iff_of_nonneg (fun j _ => hD i j)).1 h1 j (mem_univ j)
      rw [if_pos hij] at h2
      linarith
    · have h1 := (Finset.sum_eq_zero_iff_of_nonneg ht).1 (by linarith) i (mem_univ i)
      constructor <;> linarith [hm i, hV i]
    · have h1 : ‖∑ i, m i - b‖ ^ 2 = 0 :=
        (mul_eq_zero.1 (by linarith)).resolve_left (half_pos hr).ne'
      exact sub_eq_zero.1 (norm_eq_zero.1 (pow_eq_zero_iff two_ne_zero |>.1 h1))
  · rintro ⟨h1, h2, h3⟩
    have hP : pairSum (fun i j => W i j - inner ℝ (m i) (m j)) = 0 := by
      refine Finset.sum_eq_zero fun i _ => Finset.sum_eq_zero fun j _ => ?_
      split_ifs with h
      · exact sub_eq_zero.2 (h1 i j h)
      · rfl
    have hT : ∑ i, (9 / 10 - r / 2 * ‖m i‖ ^ 2 - r * (V i - inner ℝ (m i) b)) = 0 :=
      Finset.sum_eq_zero fun i _ => by linarith [(h2 i).1, (h2 i).2]
    rw [hP, hT, h3, sub_self, norm_zero] at key
    linarith

/-- Two unit vectors in the plane, used as abstract charge vectors. -/
def twoCharges : Fin 2 → EuclideanSpace ℝ (Fin 2) := ![!₂[1, 0], !₂[3 / 5, 4 / 5]]

/-- A background vector in the plane for the two charges. -/
def twoBackground : EuclideanSpace ℝ (Fin 2) := !₂[8 / 5, 4 / 5]

/-- For `r = 6/5` the two charge vectors, with repulsion `3/5` and attraction `37/20` each, meet all
hypotheses of the lower bound and attain it. -/
theorem jellium_lower_bound_witness :
    (∀ i, (6 / 5 : ℝ) * ‖twoCharges i‖ ^ 2 ≤ 6 / 5) ∧
    (∀ i j, i < j → inner ℝ (twoCharges i) (twoCharges j) ≤ (3 / 5 : ℝ)) ∧
    (∀ i, (6 / 5 : ℝ) * (37 / 20 - inner ℝ (twoCharges i) twoBackground) ≤ 3 / 10) ∧
    jelliumEnergy (fun _ _ : Fin 2 => 3 / 5) (fun _ => 37 / 20) twoBackground
      = -(9 / 10) * (2 : ℕ) / (6 / 5) := by
  refine ⟨?_, ?_, ?_, ?_⟩
  · norm_num [Fin.forall_fin_two, twoCharges, EuclideanSpace.norm_sq_eq, Fin.sum_univ_two]
  · norm_num [Fin.forall_fin_two, twoCharges, PiLp.inner_apply, Fin.sum_univ_two]
  · norm_num [Fin.forall_fin_two, twoCharges, twoBackground, PiLp.inner_apply,
      Fin.sum_univ_two]
  · norm_num [jelliumEnergy, pairSum, twoBackground, EuclideanSpace.norm_sq_eq,
      Fin.sum_univ_two]

end

end JelliumLowerBound
```

```lean
#print axioms JelliumLowerBound.jellium_lower_bound
-- 'JelliumLowerBound.jellium_lower_bound' depends on axioms: [propext, Classical.choice, Quot.sound]
#print axioms JelliumLowerBound.jellium_bound_eq_iff
-- 'JelliumLowerBound.jellium_bound_eq_iff' depends on axioms: [propext, Classical.choice, Quot.sound]
```

## How the proof follows the derivation

`norm_sum_sq` expands the square as a double sum and splits it into the diagonal and the parts above and below it, using `lt_trichotomy`. Exchanging the order of summation and using the symmetry of the inner product shows that the two off-diagonal parts agree. `energy_decomposition` combines this with `norm_sub_sq_real`, and `linarith` collects the terms.

`energy_ge_smearingCost` is the bound for general $a$. It sums the self-energy and background estimates over the particles, and `pairSum_nonneg` and `sq_nonneg` supply the signs of the two discarded terms. `smearingCost_optimal` proves the factorised difference with `field_simp` and `ring`; `positivity` then gives the inequality, and a strictly positive square excludes equality for $a\ne r$. The main theorem sets $a=r$, after multiplying `hV` by $r^2$ to match the general form.

In `jellium_bound_eq_iff`, the identity `key` is the displayed formula for $rU+\tfrac{9}{10}N$. In the forward direction, `Finset.sum_eq_zero_iff_of_nonneg` passes from a vanishing sum to vanishing summands; the converse substitutes the equalities into `key`. Finally, `jellium_lower_bound_witness` checks the planar example, hypotheses and energy alike, by computing in coordinates with `norm_num`.
